# The superspace Fierz identity for anticommuting two-spinors

A spinor with Grassmann-valued components can be modelled as a pair of elements of an algebra, with anticommutation imposed as a hypothesis. Here the algebra \(A\) is any associative complex algebra with unit, and a spinor is a pair \(t=(t_0,t_1)\) in \(A\). Define

\[
(a\,b)=a_0b_1-a_1b_0 .
\]

If the components of \(t\) anticommute with each other, with themselves and with those of \(u\), then for every pair \(v\)

\[
(t\,u)(t\,v)=-\tfrac12\,(t\,t)(u\,v).
\]

Alternatively, spinors could be built from degree-one elements of a fixed Grassmann algebra. Anticommutation would then be automatic, but the identity would cover only that algebra, and \(v\) would lose its generality.

## Reordering the components

Setting both factors equal in the anticommutation rule gives \(t_i^2=-t_i^2\), so \(t_i^2=0\). Also \(t_1t_0=-t_0t_1\), hence \((t\,t)=2t_0t_1\). Expand the product:

\[
(t\,u)(t\,v)=t_0u_1t_0v_1-t_0u_1t_1v_0-t_1u_0t_0v_1+t_1u_0t_1v_0 .
\]

Exchanging the middle factors of each term costs a sign:

\[
=-t_0^2u_1v_1+t_0t_1u_1v_0+t_1t_0u_0v_1-t_1^2u_0v_0 .
\]

The squares vanish, and what remains is

\[
-t_0t_1(u_0v_1-u_1v_0)=-\tfrac12(t\,t)(u\,v).
\]

If \(u\) and \(v\) anticommute, the bracket is symmetric:

\[
(u\,v)=u_0v_1-u_1v_0=-v_1u_0+v_0u_1=(v\,u).
\]

## The fermion mass term in a superfield

In a common normalisation a chiral superfield, written in the chiral coordinate, is \(\Phi=\phi+\sqrt2\,(\theta\psi)+(\theta\theta)F\), with \(\phi\) and \(F\) commuting fields, \(\psi\) a Grassmann-valued spinor and \(\theta\) the spinor coordinate of superspace, whose components anticommute with themselves, with each other and with those of \(\psi\). Its square contains the term \(2(\theta\psi)(\theta\psi)=-(\theta\theta)(\psi\psi)\), which gives the fermion mass term when the \((\theta\theta)\) coefficient of a quadratic superpotential \(\tfrac12 m\Phi^2\) is taken. Here \(t=\theta\) and \(u=v=\psi\), so the identity asks nothing about how the components of \(\psi\) anticommute among themselves.

## Spinors and brackets in Lean

```lean
import Mathlib

namespace SuperspaceFierz

noncomputable section

variable {A : Type*} [Ring A] [Algebra ℂ A]
```

The type `Fin 2 → A` represents a spinor. Its indices are 0 and 1, which the code comments write as 1 and 2.

```lean
/-- The spinor bracket `(a b) = a₁ b₂ - a₂ b₁` of two spinors with components in an algebra. -/
def bracket {A : Type*} [Ring A] (a b : Fin 2 → A) : A := a 0 * b 1 - a 1 * b 0

/-- Every component of the spinor `a` anticommutes with every component of the spinor `b`. -/
def Anticommute {A : Type*} [Ring A] (a b : Fin 2 → A) : Prop :=
  ∀ i j, a i * b j = -(b j * a i)
```

`Anticommute a b` relates all components of `a` to all components of `b`; `Anticommute t t` includes the case of equal indices.

```lean
/-- The antisymmetric spinor metric, with `ε₁₂ = 1`. -/
def epsilon : Matrix (Fin 2) (Fin 2) ℂ := !![0, 1; -1, 0]
```

This fixes \(\varepsilon_{01}=1\). Reversing the sign of the bracket would leave the Fierz identity unchanged, since each side contains two brackets. Lorentz transformations and dotted indices are not modelled.

## From one exchange to the Fierz identity

```lean
/-- Exchanging two anticommuting middle factors in a product of four costs a sign. -/
theorem swap_middle {A : Type*} [Ring A] {a b c d : A} (h : b * c = -(c * b)) :
    a * b * (c * d) = -(a * c * (b * d)) := by
  calc a * b * (c * d) = a * (b * c) * d := by simp only [mul_assoc]
    _ = -(a * c * (b * d)) := by
      rw [h]
      simp only [mul_neg, neg_mul, mul_assoc]
```

This is the exchange of middle factors used above.

```lean
/-- Each component of a spinor that anticommutes with itself squares to zero. -/
theorem Anticommute.sq_eq_zero {t : Fin 2 → A} (h : Anticommute t t) (i : Fin 2) :
    t i * t i = 0 := by
  have h2 : (2 : ℂ) • (t i * t i) = 0 := by
    rw [two_smul]
    exact add_eq_zero_iff_eq_neg.mpr (h i i)
  calc t i * t i = (1 / 2 : ℂ) • ((2 : ℂ) • (t i * t i)) := by module
    _ = 0 := by rw [h2, smul_zero]
```

The relation \(2t_i^2=0\) is divided by 2 using the complex scalars.

```lean
/-- The bracket of an anticommuting spinor with itself is `(t t) = 2 t₁ t₂`. -/
theorem bracket_self {t : Fin 2 → A} (h : Anticommute t t) :
    bracket t t = (2 : ℂ) • (t 0 * t 1) := by
  rw [bracket, h 1 0, two_smul, sub_neg_eq_add]

/-- The bracket of two mutually anticommuting spinors is symmetric: `(u v) = (v u)`. -/
theorem bracket_symm {A : Type*} [Ring A] {u v : Fin 2 → A} (h : Anticommute u v) :
    bracket u v = bracket v u := by
  simp only [bracket]
  rw [h 0 1, h 1 0]
  abel
```

These are \((t\,t)=2t_0t_1\) and the symmetry of the bracket. Symmetry needs only a ring.

```lean
/-- A product of two components of one anticommuting spinor is `t_i t_j = ε_ij (t t) / 2`. -/
theorem component_product {t : Fin 2 → A} (h : Anticommute t t) (i j : Fin 2) :
    t i * t j = (epsilon i j / 2) • bracket t t := by
  rw [bracket_self h, smul_smul]
  fin_cases i <;> fin_cases j <;> simp [epsilon, h.sq_eq_zero, h 1 0]
```

The four index choices give \(t_it_j=\tfrac12\varepsilon_{ij}(t\,t)\): the diagonal ones vanish, and the others differ by a sign.

```lean
/-- The superspace Fierz identity `(t u)(t v) = -(t t)(u v) / 2`, for a spinor `t` that
anticommutes with itself and with `u`, and any pair `v` of elements of the algebra. -/
theorem superspace_fierz {t u : Fin 2 → A} (htt : Anticommute t t) (htu : Anticommute t u)
    (v : Fin 2 → A) :
    bracket t u * bracket t v = (-(1 / 2) : ℂ) • (bracket t t * bracket u v) := by
  -- the right-hand side is `-t₁ t₂ (u v)`
  rw [bracket_self htt, smul_mul_assoc, smul_smul,
    show (-(1 / 2) : ℂ) * 2 = -1 by norm_num, neg_one_smul]
  -- bring the two components of `t` together
  have key : ∀ i j k l, t i * u j * (t k * v l) = -(t i * t k * (u j * v l)) :=
    fun i j k l => swap_middle (by rw [htu k j, neg_neg])
  have h10 : t 1 * t 0 = -(t 0 * t 1) := htt 1 0
  simp only [bracket, sub_mul, mul_sub, key, htt.sq_eq_zero, h10, zero_mul, neg_mul]
  abel
```

The hypotheses `htt` and `htu` constrain only `t` with itself and with `u`. The proof first turns the right-hand side into \(-t_0t_1(u\,v)\). Then `key` performs the exchange in every term, `simp` removes the squares, and `abel` collects the rest. Fierz rearrangements involving Dirac or Pauli matrices are a separate matter.

## The cyclic identity and the vanishing cube

```lean
/-- The cyclic identity `(s t)(u v) + (s u)(t v) + (s v)(t u) = 0` for mutually anticommuting
spinors `t`, `u`, `v` and any pair `s` of elements of the algebra. -/
theorem cyclic_identity {A : Type*} [Ring A] {t u v : Fin 2 → A} (htu : Anticommute t u)
    (htv : Anticommute t v) (huv : Anticommute u v) (s : Fin 2 → A) :
    bracket s t * bracket u v + bracket s u * bracket t v + bracket s v * bracket t u = 0 := by
  -- reorder every product into the order `s t u v`
  have k1 : ∀ i j k l, s i * u j * (t k * v l) = -(s i * t k * (u j * v l)) :=
    fun i j k l => swap_middle (by rw [htu k j, neg_neg])
  have k2 : ∀ i j k l, s i * v j * (t k * u l) = s i * t k * (u l * v j) := by
    intro i j k l
    rw [swap_middle (show v j * t k = -(t k * v j) by rw [htv k j, neg_neg]), huv l j, mul_neg]
  simp only [bracket, sub_mul, mul_sub, k1, k2]
  abel
```

Here `s` is arbitrary, while `t`, `u` and `v` anticommute with one another. The rules `k1` and `k2` bring every product into the order \(s\,t\,u\,v\): one exchange gives a minus sign, two give a plus sign. The twelve terms then cancel in pairs.

```lean
/-- The cube of the bracket vanishes, `(t u)³ = 0`, for a spinor `t` that anticommutes with itself
and with `u`. -/
theorem bracket_cube {t u : Fin 2 → A} (htt : Anticommute t t) (htu : Anticommute t u) :
    bracket t u ^ 3 = 0 := by
  -- the Fierz identity makes `(t t)(t u)` equal to minus half of itself
  have h1 : bracket t t * bracket t u = 0 := by
    have h := superspace_fierz htt htt u
    calc bracket t t * bracket t u
        = (2 / 3 : ℂ) • (bracket t t * bracket t u
            - (-(1 / 2) : ℂ) • (bracket t t * bracket t u)) := by module
      _ = 0 := by rw [← h, sub_self, smul_zero]
  have h2 : bracket t u * bracket t t = 0 := by
    rw [superspace_fierz htt htu t, ← bracket_symm htu, h1, smul_zero]
  calc bracket t u ^ 3 = bracket t u * (bracket t u * bracket t u) := by
        rw [pow_succ, pow_two, mul_assoc]
    _ = 0 := by
        rw [superspace_fierz htt htu u, mul_smul_comm, ← mul_assoc, h2, zero_mul, smul_zero]
```

Replacing \((u,v)\) by \((t,u)\) in the Fierz identity gives \((t\,t)(t\,u)=-\tfrac12(t\,t)(t\,u)\), so this product is zero. A second use, with symmetry, gives

\[
(t\,u)(t\,t)=-\tfrac12(t\,t)(u\,t)=-\tfrac12(t\,t)(t\,u)=0 .
\]

A third gives

\[
(t\,u)^3=-\tfrac12(t\,u)(t\,t)(u\,u)=0 .
\]

## A non-zero example with four Grassmann generators

```lean
/-- The four Grassmann generators: the standard basis vectors of `ℂ⁴` in its exterior algebra. -/
def gen (k : Fin 4) : ExteriorAlgebra ℂ (Fin 4 → ℂ) :=
  ExteriorAlgebra.ι ℂ ((1 : Matrix (Fin 4) (Fin 4) ℂ) k)

/-- The spinor made of the first two Grassmann generators. -/
def theta (i : Fin 2) : ExteriorAlgebra ℂ (Fin 4 → ℂ) := gen (![0, 1] i)

/-- The spinor made of the last two Grassmann generators. -/
def eta (i : Fin 2) : ExteriorAlgebra ℂ (Fin 4 → ℂ) := gen (![2, 3] i)
```

The generators \(g_0,\dots,g_3\) are the standard basis vectors of \(\mathbb C^4\) inside its exterior algebra. They form the spinors \(\theta=(g_0,g_1)\) and \(\eta=(g_2,g_3)\).

```lean
/-- The product of all four Grassmann generators is not zero. -/
theorem gen_top_ne_zero : gen 0 * gen 1 * (gen 2 * gen 3) ≠ 0 := by
  intro h0
  -- the determinant, extended to the exterior algebra, takes the value 1 on this product
  let f : ∀ i : ℕ, (Fin 4 → ℂ) [⋀^Fin i]→ₗ[ℂ] ℂ := Pi.single 4 Matrix.detRowAlternating
  have hf : f 4 = Matrix.detRowAlternating := Pi.single_eq_same _ _
  have hm : ExteriorAlgebra.ιMulti ℂ 4 (fun k => (1 : Matrix (Fin 4) (Fin 4) ℂ) k)
      = gen 0 * gen 1 * (gen 2 * gen 3) := by
    rw [ExteriorAlgebra.ιMulti_apply]
    simp only [List.ofFn_succ, List.ofFn_zero, List.prod_cons, List.prod_nil, mul_one, mul_assoc]
    rfl
  have h1 := ExteriorAlgebra.liftAlternating_apply_ιMulti f
    (fun k => (1 : Matrix (Fin 4) (Fin 4) ℂ) k)
  rw [hm, h0, map_zero, hf] at h1
  have h2 : Matrix.detRowAlternating (fun k => (1 : Matrix (Fin 4) (Fin 4) ℂ) k) = (1 : ℂ) :=
    Matrix.det_one
  exact zero_ne_one (h1.trans h2)
```

The determinant, taken as an alternating map of four vectors, extends to a linear functional on the exterior algebra. On \(g_0g_1g_2g_3\) it gives the determinant of the identity matrix, which is 1, so the product cannot be zero.

```lean
/-- The Grassmann spinors `theta` and `eta` anticommute with themselves and with each other,
and the product `(θ θ)(η η)` is not zero. -/
theorem superspace_fierz_witness :
    Anticommute theta theta ∧ Anticommute theta eta ∧ Anticommute eta eta ∧
      bracket theta theta * bracket eta eta ≠ 0 := by
  have hg : ∀ k l, gen k * gen l = -(gen l * gen k) := fun k l =>
    eq_neg_of_add_eq_zero_left (ExteriorAlgebra.ι_add_mul_swap _ _)
  have h1 : Anticommute theta theta := fun i j => hg _ _
  have h2 : Anticommute eta eta := fun i j => hg _ _
  refine ⟨h1, fun i j => hg _ _, h2, ?_⟩
  rw [bracket_self h1, bracket_self h2, smul_mul_smul_comm]
  exact smul_ne_zero (by norm_num) gen_top_ne_zero

end

end SuperspaceFierz
```

The exterior algebra supplies the anticommutation relations, and \((\theta\theta)(\eta\eta)=4g_0g_1g_2g_3\neq0\). By the Fierz identity \((\theta\eta)^2=-\tfrac12(\theta\theta)(\eta\eta)\) is then non-zero too, although the cube of \((\theta\eta)\) vanishes.

```lean
#print axioms SuperspaceFierz.component_product
-- 'SuperspaceFierz.component_product' depends on axioms: [propext, Classical.choice, Quot.sound]
#print axioms SuperspaceFierz.superspace_fierz
-- 'SuperspaceFierz.superspace_fierz' depends on axioms: [propext, Classical.choice, Quot.sound]
#print axioms SuperspaceFierz.cyclic_identity
-- 'SuperspaceFierz.cyclic_identity' depends on axioms: [propext]
#print axioms SuperspaceFierz.bracket_cube
-- 'SuperspaceFierz.bracket_cube' depends on axioms: [propext, Classical.choice, Quot.sound]
```
